# The density of finitely many real orbitals with a common nuclear cusp constant Z has cusp constant 2Z

Kato's cusp is the kink of an orbital at a nucleus, here placed at the origin of a real inner product space. The theorem `density_hasCusp` takes finitely many real orbitals ψᵢ, each assumed to behave near the origin as ψᵢ(0)(1 − Z‖x‖) + ⟨aᵢ, x⟩ + o(‖x‖) with the same Z, and concludes that the density ρ = ∑ nᵢψᵢ² behaves as ρ(0)(1 − 2Z‖x‖) + ⟨b, x⟩ + o(‖x‖), where b = ∑ 2nᵢψᵢ(0)aᵢ. The occupation numbers nᵢ may be any real numbers, the orbitals need not be normalised or orthogonal, and no Schrödinger equation is assumed. The proof takes the expansion of each squared orbital from `HasCusp.sq`, multiplies its remainder by nᵢ, adds the remainders up, and then rearranges the sum into the form the theorem asks for.

As first written in Lean, the proof fails:

```lean
import Mathlib

open Asymptotics Filter Topology

namespace KatoCusp

variable {E : Type*} [NormedAddCommGroup E] [InnerProductSpace ℝ E]

/-- Near the nucleus at the origin, `f x = f 0 * (1 - Z * ‖x‖) + ⟨a, x⟩ + o(‖x‖)`:
a cusp with constant `Z` plus a smooth linear term with gradient `a`. -/
def HasCusp (Z : ℝ) (a : E) (f : E → ℝ) : Prop :=
  (fun x => f x - (f 0 * (1 - Z * ‖x‖) + inner ℝ a x)) =o[𝓝 0] (fun x => ‖x‖)

/-- The density of the orbitals `ψ i` with occupation numbers `n i`. -/
def density {ι : Type*} [Fintype ι] (n : ι → ℝ) (ψ : ι → E → ℝ) (x : E) : ℝ :=
  ∑ i, n i * ψ i x ^ 2

/-- The linear term `⟨a, x⟩` is at most of the order of the distance to the nucleus. -/
lemma inner_isBigO (a : E) :
    (fun x : E => inner ℝ a x) =O[𝓝 0] (fun x => ‖x‖) :=
  IsBigO.of_bound ‖a‖ (Eventually.of_forall fun x => by
    rw [norm_norm]; exact norm_inner_le_norm a x)

/-- The square of an orbital with cusp constant `Z` has cusp constant `2 * Z`. -/
theorem HasCusp.sq {Z : ℝ} {a : E} {f : E → ℝ} (h : HasCusp Z a f) :
    HasCusp (2 * Z) ((2 * f 0) • a) (fun x => f x ^ 2) := by
  have h0 : (fun x => f x - (f 0 * (1 - Z * ‖x‖) + inner ℝ a x))
      =o[𝓝 0] (fun x => ‖x‖) := h
  have hs : (fun x : E => -(f 0 * Z) * ‖x‖) =O[𝓝 0] (fun x => ‖x‖) :=
    (isBigO_refl _ _).const_mul_left _
  -- the increment of the orbital is of first order
  have hsum : (fun x => (f x - (f 0 * (1 - Z * ‖x‖) + inner ℝ a x))
      + (-(f 0 * Z) * ‖x‖ + inner ℝ a x)) =O[𝓝 0] (fun x => ‖x‖) :=
    h0.isBigO.add (hs.add (inner_isBigO a))
  have hd : (fun x => f x - f 0) =O[𝓝 0] (fun x => ‖x‖) :=
    hsum.congr_left fun x => by ring
  have hd1 : (fun x => f x - f 0) =o[𝓝 0] (fun _ => (1 : ℝ)) :=
    (isLittleO_one_iff ℝ).2 (hd.trans_tendsto tendsto_norm_zero)
  -- hence its square is negligible
  have hdd : (fun x => (f x - f 0) * (f x - f 0)) =o[𝓝 0] (fun x => ‖x‖) := by
    simpa only [mul_one] using hd.mul_isLittleO hd1
  have hfin : (fun x => 2 * f 0 * (f x - (f 0 * (1 - Z * ‖x‖) + inner ℝ a x))
      + (f x - f 0) * (f x - f 0)) =o[𝓝 0] (fun x => ‖x‖) :=
    (h0.const_mul_left (2 * f 0)).add hdd
  unfold HasCusp
  exact hfin.congr_left fun x => by rw [real_inner_smul_left]; ring

/-- If every orbital has cusp constant `Z`, the density has cusp constant `2 * Z`. -/
theorem density_hasCusp {ι : Type*} [Fintype ι] {Z : ℝ} (n : ι → ℝ) {a : ι → E}
    {ψ : ι → E → ℝ} (h : ∀ i, HasCusp Z (a i) (ψ i)) :
    HasCusp (2 * Z) (∑ i, (n i * (2 * ψ i 0)) • a i) (density n ψ) := by
  have hsum : (fun x => ∑ i, n i * (ψ i x ^ 2 - (ψ i 0 ^ 2 * (1 - 2 * Z * ‖x‖)
      + inner ℝ ((2 * ψ i 0) • a i) x))) =o[𝓝 0] (fun x => ‖x‖) :=
    IsLittleO.sum fun i _ => IsLittleO.const_mul_left (h i).sq (n i)
  unfold HasCusp
  refine hsum.congr_left fun x => ?_
  simp only [density, sum_inner, real_inner_smul_left, Finset.sum_mul,
    ← Finset.sum_add_distrib, ← Finset.sum_sub_distrib]
  exact Finset.sum_congr rfl fun i _ => by ring

end KatoCusp
```

The error:

```
Main.lean:54:4: error: Type mismatch
  IsLittleO.sum fun i x => IsLittleO.const_mul_left (HasCusp.sq (h i)) (n i)
has type
  (∑ i ∈ ?m.188, fun x =>
      n i *
        ((fun x => ψ i x ^ 2) x - ((fun x => ψ i x ^ 2) 0 * (1 - 2 * Z * ‖x‖) + inner ℝ ((2 * ψ i 0) • a i) x))) =o[𝓝 0]
    fun x => ‖x‖
but is expected to have type
  (fun x => ∑ i, n i * (ψ i x ^ 2 - (ψ i 0 ^ 2 * (1 - 2 * Z * ‖x‖) + inner ℝ ((2 * ψ i 0) • a i) x))) =o[𝓝 0] fun x =>
    ‖x‖
```

Fix (accepted with no message):

```diff
@@ -50,10 +50,10 @@
     {ψ : ι → E → ℝ} (h : ∀ i, HasCusp Z (a i) (ψ i)) :
     HasCusp (2 * Z) (∑ i, (n i * (2 * ψ i 0)) • a i) (density n ψ) := by
-  have hsum : (fun x => ∑ i, n i * (ψ i x ^ 2 - (ψ i 0 ^ 2 * (1 - 2 * Z * ‖x‖)
+  have hsum : (∑ i, fun x : E => n i * (ψ i x ^ 2 - (ψ i 0 ^ 2 * (1 - 2 * Z * ‖x‖)
       + inner ℝ ((2 * ψ i 0) • a i) x))) =o[𝓝 0] (fun x => ‖x‖) :=
     IsLittleO.sum fun i _ => IsLittleO.const_mul_left (h i).sq (n i)
   unfold HasCusp
   refine hsum.congr_left fun x => ?_
-  simp only [density, sum_inner, real_inner_smul_left, Finset.sum_mul,
+  simp only [Finset.sum_apply, density, sum_inner, real_inner_smul_left, Finset.sum_mul,
     ← Finset.sum_add_distrib, ← Finset.sum_sub_distrib]
   exact Finset.sum_congr rfl fun i _ => by ring
```

Diagnosis. The one error is a type mismatch in `hsum`. `IsLittleO.sum` speaks of a sum of functions, `∑ i, fun x => …`, while `hsum` was stated for the function whose value at each `x` is a sum of numbers, `fun x => ∑ i, …`. The two are equal, but by a lemma, `Finset.sum_apply`; Lean does not find them equal by unfolding definitions, which is all it tries when it checks a term against its expected type. The `?m.188` in the message is the index set, still undetermined because the match failed.

The repair states `hsum` as a sum of functions, so that the same proof term fits. The goal after `congr_left` then has that sum applied to `x`, and `Finset.sum_apply`, added to the `simp only` call, turns it into a sum of values, which the rest of the proof works with. The annotation `x : E` only writes out the type that `ψ i x` already requires.
